# With nonzero tunnelling, every normalized eigenstate of a two-state double well has population imbalance of magnitude $|s|/\sqrt{s^2+|D|^2}$

Q: You replace a double well by two orthonormal states, one localized in each well. What is left of the physics?

A: Two parameters. The real number $s$ is the energy of the first well measured from the mean of the two, that is, $s=(\varepsilon_1-\varepsilon_2)/2$ for well energies $\varepsilon_1$ and $\varepsilon_2$, and $D$ is the tunnelling element. I let $D$ and the amplitudes be complex; real amplitudes with $D>0$ are a special case. Computing $s$ and $D$ from a potential, by instantons or otherwise, is not attempted, and higher levels and any environment are left out.

In Lean 4 with Mathlib:

```lean
import Mathlib

open Matrix ComplexConjugate

namespace DoubleWellLocalization

noncomputable section
```

Q: Which matrix is it, signs included?

A: It is
$$H=\begin{pmatrix}s&-D\\-D^*&-s\end{pmatrix}.$$

```lean
/-- The two-state Hamiltonian of a double well with asymmetry `s` and tunnelling element `D`,
in the basis of the states localized in the two wells. -/
def doubleWell (s : ℝ) (D : ℂ) : Matrix (Fin 2) (Fin 2) ℂ :=
  !![(s : ℂ), -D; -conj D, -(s : ℂ)]
```

Q: And how do you measure localization?

A: By $P=|v_0|^2-|v_1|^2$, where $v_0,v_1$ are the amplitudes in the first and second well. `Complex.normSq` is the squared modulus.

```lean
/-- The population of the first well minus the population of the second. -/
def imbalance (v : Fin 2 → ℂ) : ℝ :=
  Complex.normSq (v 0) - Complex.normSq (v 1)
```

Q: Have you put a real energy in by hand?

A: No. `IsEigenstate s D E v` says only that $|v_0|^2+|v_1|^2=1$ and $Hv=Ev$, with $E$ complex.

```lean
/-- The state `v` is normalized and is an eigenvector of the double-well Hamiltonian
with eigenvalue `E`. -/
structure IsEigenstate (s : ℝ) (D E : ℂ) (v : Fin 2 → ℂ) : Prop where
  normalized : Complex.normSq (v 0) + Complex.normSq (v 1) = 1
  stationary : doubleWell s D *ᵥ v = E • v
```

Q: Then write out the eigenvalue equation.

A: In components,
$$s v_0-Dv_1=Ev_0,\qquad -D^*v_0-sv_1=Ev_1.$$
`stationary_iff` proves that this pair is equivalent to the matrix equation.

```lean
/-- The stationary Schrödinger equation of the double well, written for the amplitudes
in the two wells. -/
theorem stationary_iff (s : ℝ) (D E : ℂ) (v : Fin 2 → ℂ) :
    doubleWell s D *ᵥ v = E • v ↔
      (s : ℂ) * v 0 - D * v 1 = E * v 0 ∧ -(conj D * v 0) - (s : ℂ) * v 1 = E * v 1 := by
  have e0 : (doubleWell s D *ᵥ v) 0 = (s : ℂ) * v 0 - D * v 1 := by
    simp [doubleWell, Matrix.mulVec, dotProduct, Fin.sum_univ_two]
    ring
  have e1 : (doubleWell s D *ᵥ v) 1 = -(conj D * v 0) - (s : ℂ) * v 1 := by
    simp [doubleWell, Matrix.mulVec, dotProduct, Fin.sum_univ_two]
    ring
  constructor
  · intro h
    exact ⟨e0.symm.trans (congrFun h 0), e1.symm.trans (congrFun h 1)⟩
  · intro h
    funext i
    fin_cases i
    · exact e0.trans h.1
    · exact e1.trans h.2
```

Q: Why is $E$ real?

A: Apply $H$ twice:
$$E^2v_0=s(Ev_0)-D(Ev_1)=s(sv_0-Dv_1)+D(D^*v_0+sv_1)=(s^2+|D|^2)v_0,$$
$$E^2v_1=-D^*(sv_0-Dv_1)+s(D^*v_0+sv_1)=(s^2+|D|^2)v_1.$$
Normalization forbids $v_0=v_1=0$, so $E^2=s^2+|D|^2\ge 0$ and $E$ is real.

In the code, `k0` and `k1` are these two identities. The imaginary part of $E^2$ then gives $\mathrm{Re}\,E\,\mathrm{Im}\,E=0$; if $\mathrm{Re}\,E=0$, the real part forces $\mathrm{Im}\,E=0$ as well.

```lean
/-- The energy of an eigenstate is real, and its square is `s² + |D|²`. -/
theorem energy_real_and_sq {s : ℝ} {D E : ℂ} {v : Fin 2 → ℂ} (h : IsEigenstate s D E v) :
    E.im = 0 ∧ E.re ^ 2 = s ^ 2 + Complex.normSq D := by
  obtain ⟨h0, h1⟩ := (stationary_iff s D E v).1 h.stationary
  -- applying the Hamiltonian twice multiplies each amplitude by `s² + |D|²`
  have k0 : (E * E - ((s : ℂ) * s + D * conj D)) * v 0 = 0 := by
    linear_combination (-(E + s)) * h0 + D * h1
  have k1 : (E * E - ((s : ℂ) * s + D * conj D)) * v 1 = 0 := by
    linear_combination ((s : ℂ) - E) * h1 + conj D * h0
  have hE : E * E = (s : ℂ) * s + D * conj D := by
    rcases mul_eq_zero.1 k0 with h2 | h2
    · exact sub_eq_zero.1 h2
    · rcases mul_eq_zero.1 k1 with h3 | h3
      · exact sub_eq_zero.1 h3
      · have hn := h.normalized
        rw [h2, h3] at hn
        simp at hn
  have hre := congrArg Complex.re hE
  have him := congrArg Complex.im hE
  simp only [Complex.add_re, Complex.mul_re, Complex.ofReal_re, Complex.ofReal_im,
    Complex.conj_re, Complex.conj_im] at hre
  simp only [Complex.add_im, Complex.mul_im, Complex.ofReal_re, Complex.ofReal_im,
    Complex.conj_re, Complex.conj_im] at him
  -- a complex number with non-negative real square is real
  have hz : E.im = 0 := by
    have hp : E.re * E.im = 0 := by linear_combination him / 2
    rcases mul_eq_zero.1 hp with h2 | h2
    · rw [h2] at hre
      have h3 : E.im ^ 2 = 0 := by
        nlinarith [sq_nonneg E.im, sq_nonneg s, sq_nonneg D.re, sq_nonneg D.im]
      exact (pow_eq_zero_iff two_ne_zero).1 h3
    · exact h2
  refine ⟨hz, ?_⟩
  rw [hz] at hre
  rw [Complex.normSq_apply]
  linear_combination hre
```

Q: Where does the imbalance enter?

A: Multiply the first component equation by $v_0^*$, the second by $v_1^*$, and subtract:
$$s(|v_0|^2+|v_1|^2)-Dv_0^*v_1+D^*v_0v_1^*=EP.$$
The two tunnelling terms are minus a number plus its conjugate, hence purely imaginary. The real part is $s=EP$. The final `linear_combination` does this projection with real and imaginary parts written separately.

```lean
/-- In an eigenstate the energy times the population imbalance equals the asymmetry. -/
theorem energy_mul_imbalance {s : ℝ} {D E : ℂ} {v : Fin 2 → ℂ} (h : IsEigenstate s D E v) :
    E.re * imbalance v = s := by
  obtain ⟨h0, h1⟩ := (stationary_iff s D E v).1 h.stationary
  have hn := h.normalized
  have r0 := congrArg Complex.re h0
  have i0 := congrArg Complex.im h0
  have r1 := congrArg Complex.re h1
  have i1 := congrArg Complex.im h1
  simp only [Complex.sub_re, Complex.neg_re, Complex.mul_re, Complex.ofReal_re,
    Complex.ofReal_im, Complex.conj_re, Complex.conj_im] at r0 r1
  simp only [Complex.sub_im, Complex.neg_im, Complex.mul_im, Complex.ofReal_re,
    Complex.ofReal_im, Complex.conj_re, Complex.conj_im] at i0 i1
  simp only [Complex.normSq_apply] at hn
  simp only [imbalance, Complex.normSq_apply]
  -- project on the amplitudes and subtract: the tunnelling terms cancel
  linear_combination (-(v 0).re) * r0 - (v 0).im * i0 + (v 1).re * r1 + (v 1).im * i1 + s * hn
```

Q: So the main formula is just a division?

A: Yes: $|E|\,|P|=|s|$ and $|E|=\sqrt{s^2+|D|^2}$, so
$$|P|=\frac{|s|}{\sqrt{s^2+|D|^2}}.$$
The hypothesis `hsD` says that $s$ and $D$ are not both zero, which makes $E\neq0$. If both vanished, the wells would be degenerate and uncoupled, and every state would be an eigenstate, whatever its imbalance.

```lean
/-- If asymmetry and tunnelling element are not both zero, every eigenstate of the double well
has a population imbalance of magnitude `|s| / √(s² + |D|²)`. -/
theorem abs_imbalance {s : ℝ} {D E : ℂ} {v : Fin 2 → ℂ} (hsD : s ≠ 0 ∨ D ≠ 0)
    (h : IsEigenstate s D E v) :
    |imbalance v| = |s| / √(s ^ 2 + Complex.normSq D) := by
  have hsq := (energy_real_and_sq h).2
  have hpos : 0 < E.re ^ 2 := by
    rw [hsq]
    rcases hsD with hs | hD
    · have := Complex.normSq_nonneg D
      positivity
    · have := Complex.normSq_pos.2 hD
      positivity
  have hne : E.re ≠ 0 := by
    intro h0
    rw [h0] at hpos
    norm_num at hpos
  rw [← hsq, Real.sqrt_sq_eq_abs, eq_div_iff (abs_ne_zero.2 hne), ← abs_mul,
    mul_comm, energy_mul_imbalance h]
```

Q: Does a symmetric well give equal populations?

A: If $D\neq0$, yes, and only a symmetric one does. Setting $P=0$ in $EP=s$ gives $s=0$; the converse is the main formula.

```lean
/-- With a non-zero tunnelling element, an eigenstate populates both wells equally
exactly when the double well is symmetric. -/
theorem imbalance_eq_zero_iff {s : ℝ} {D E : ℂ} {v : Fin 2 → ℂ} (hD : D ≠ 0)
    (h : IsEigenstate s D E v) : imbalance v = 0 ↔ s = 0 := by
  constructor
  · intro h0
    rw [← energy_mul_imbalance h, h0, mul_zero]
  · intro hs
    have h1 := abs_imbalance (Or.inr hD) h
    rw [hs, abs_zero, zero_div] at h1
    exact abs_eq_zero.1 h1
```

Q: You speak of every eigenstate. Do the two sit in different wells?

A: For $s\ne0$ they favour opposite wells. Conjugating the component equations shows that $(-v_1^*,v_0^*)$ is an eigenstate of energy $-E$, and its imbalance is $-P$.

```lean
/-- Each eigenstate of energy `E` has a partner eigenstate of energy `-E` with the opposite
population imbalance. -/
theorem partner_state {s : ℝ} {D E : ℂ} {v : Fin 2 → ℂ} (h : IsEigenstate s D E v) :
    IsEigenstate s D (-E) ![-conj (v 1), conj (v 0)] ∧
      imbalance ![-conj (v 1), conj (v 0)] = -imbalance v := by
  obtain ⟨h0, h1⟩ := (stationary_iff s D E v).1 h.stationary
  have hE : conj E = E := Complex.conj_eq_iff_im.2 (energy_real_and_sq h).1
  -- complex conjugation of the two amplitude equations
  have c0 := congrArg conj h0
  have c1 := congrArg conj h1
  simp only [map_sub, map_mul, map_neg, Complex.conj_ofReal, Complex.conj_conj, hE] at c0 c1
  refine ⟨⟨?_, (stationary_iff _ _ _ _).2 ⟨?_, ?_⟩⟩, ?_⟩
  · show Complex.normSq (-conj (v 1)) + Complex.normSq (conj (v 0)) = 1
    rw [Complex.normSq_neg, Complex.normSq_conj, Complex.normSq_conj]
    linarith [h.normalized]
  · show (s : ℂ) * (-conj (v 1)) - D * conj (v 0) = -E * (-conj (v 1))
    linear_combination c1
  · show -(conj D * (-conj (v 1))) - (s : ℂ) * conj (v 0) = -E * conj (v 0)
    linear_combination -c0
  · show Complex.normSq (-conj (v 1)) - Complex.normSq (conj (v 0)) = -imbalance v
    rw [Complex.normSq_neg, Complex.normSq_conj, Complex.normSq_conj, imbalance]
    ring
```

Q: How small is the population of the other well when $|s|$ greatly exceeds $|D|$?

A: The less populated well holds $(1-|P|)/2$. Put $w=\sqrt{s^2+|D|^2}$ and $t=|s|>0$. Then
$$1-|P|=\frac{w-t}{w}\le\frac{w^2-t^2}{2t^2}=\frac{|D|^2}{2s^2},$$
because cross-multiplying leaves the difference
$$(w^2-t^2)w-2t^2(w-t)=(w-t)^2(w+2t)\ge0.$$
Halving bounds the minority population by $|D|^2/(4s^2)$. The code proves the inequality as `key`, then checks both signs of $P$.

For a single electron in an eigenstate of a model with one orbital on each of two sites, the two orbitals being orthonormal, this bounds the electron population of the less occupied site.

```lean
/-- In an asymmetric double well, the less populated well of any eigenstate holds a population
of at most `|D|² / (4 s²)`. -/
theorem minority_population_le {s : ℝ} {D E : ℂ} {v : Fin 2 → ℂ} (hs : s ≠ 0)
    (h : IsEigenstate s D E v) :
    min (Complex.normSq (v 0)) (Complex.normSq (v 1)) ≤ Complex.normSq D / (4 * s ^ 2) := by
  have hd := Complex.normSq_nonneg D
  have ht : 0 < |s| := abs_pos.2 hs
  have hw : 0 < √(s ^ 2 + Complex.normSq D) := Real.sqrt_pos.2 (by positivity)
  have hw2 : √(s ^ 2 + Complex.normSq D) ^ 2 = s ^ 2 + Complex.normSq D :=
    Real.sq_sqrt (by positivity)
  have hP := abs_imbalance (Or.inl hs) h
  -- the magnitude of the imbalance falls short of one by at most `|D|² / (2 s²)`
  have key : 1 - |imbalance v| ≤ Complex.normSq D / (2 * s ^ 2) := by
    rw [hP]
    generalize √(s ^ 2 + Complex.normSq D) = w at hw hw2
    have hD : Complex.normSq D = w ^ 2 - |s| ^ 2 := by rw [sq_abs]; linarith
    rw [hD, ← sq_abs s, one_sub_div hw.ne', div_le_div_iff₀ hw (by positivity)]
    have h3 : 0 ≤ (w - |s|) ^ 2 * (w + 2 * |s|) := by positivity
    linarith [show (w ^ 2 - |s| ^ 2) * w - (w - |s|) * (2 * |s| ^ 2)
      = (w - |s|) ^ 2 * (w + 2 * |s|) by ring]
  have hhalf : Complex.normSq D / (4 * s ^ 2) = Complex.normSq D / (2 * s ^ 2) / 2 := by ring
  have hn := h.normalized
  have m0 := min_le_left (Complex.normSq (v 0)) (Complex.normSq (v 1))
  have m1 := min_le_right (Complex.normSq (v 0)) (Complex.normSq (v 1))
  rw [hhalf]
  unfold imbalance at key
  rcases abs_cases (Complex.normSq (v 0) - Complex.normSq (v 1)) with h4 | h4 <;>
    linarith [h4.1]
```

Q: Show me numbers.

A: Take $s=7$, $D=24$ and $v=(4/5,-3/5)$. The components of $Hv$ are
$$\frac{28+72}{5}=20=25\cdot\frac45,\qquad \frac{-96+21}{5}=-15=25\cdot\left(-\frac35\right).$$
So $E=25$, and $P=16/25-9/25=7/25$, as the formula predicts. Tunnelling dominates and localization is weak. Exchanging the values, $s=24$ and $D=7$, gives $|P|=24/25$: the minority well holds $1/50=0.02$, just under the bound $49/2304\approx0.0213$. The first example is the one checked in the file.

```lean
/-- For asymmetry 7 and tunnelling element 24, the state with amplitudes 4/5 and -3/5
is an eigenstate of energy 25. -/
theorem isEigenstate_witness : IsEigenstate 7 24 25 ![4 / 5, -3 / 5] := by
  have hc : conj (24 : ℂ) = 24 := Complex.conj_eq_iff_im.2 (by simp)
  refine ⟨?_, (stationary_iff _ _ _ _).2 ⟨?_, ?_⟩⟩ <;> norm_num [Complex.normSq_neg, hc]

end

end DoubleWellLocalization
```

```lean
#print axioms DoubleWellLocalization.abs_imbalance
#print axioms DoubleWellLocalization.imbalance_eq_zero_iff
#print axioms DoubleWellLocalization.partner_state
#print axioms DoubleWellLocalization.minority_population_le
```

```
'DoubleWellLocalization.abs_imbalance' depends on axioms: [propext, Classical.choice, Quot.sound]
'DoubleWellLocalization.imbalance_eq_zero_iff' depends on axioms: [propext, Classical.choice, Quot.sound]
'DoubleWellLocalization.partner_state' depends on axioms: [propext, Classical.choice, Quot.sound]
'DoubleWellLocalization.minority_population_le' depends on axioms: [propext, Classical.choice, Quot.sound]
```
